# A Hamiltonian bounded below cannot be shifted by a nonzero constant through a unitary that preserves its domain

A momentum kick shifts every momentum of a particle by the same amount $q$. The operator that does it is $e^{iqX/\hbar}$, generated by the position $X$. If there were a time operator $T$ related to the Hamiltonian $H$ as position is to momentum, $e^{iaT/\hbar}$ would in the same way shift every energy by $a$. But atoms and molecules have a lowest energy, and a shift that can be repeated and undone would carry states below it.

The conflict can be stated without $T$. Let $U$ be a unitary with

$$UH=(H+c)\,U,\qquad c\in\mathbb R,\ c\neq 0 .$$

If $H\psi=\lambda\psi$, then $H\,U\psi=(\lambda-c)\,U\psi$, so positive $c$ lowers energies and negative $c$ raises them. The theorem below excludes such a $U$ when $H$ is bounded below on a nonzero domain and $U$ maps that domain onto itself. Pauli's argument against a time operator also needs the passage from $[T,H]=i\hbar$ to this exponentiated relation. For unbounded operators the commutator alone does not guarantee that passage, and it is not treated here.

The setting is a complex inner-product space $E$, not necessarily complete, with a linear subspace $D$ on which the Hamiltonian is defined.

```lean
import Mathlib

open ComplexConjugate

namespace PauliTimeShift

noncomputable section

variable {E : Type*} [NormedAddCommGroup E] [InnerProductSpace ℂ E] {D : Submodule ℂ E}
```

## Mean energy and the translation relation

The Hamiltonian is a linear map `H : D →ₗ[ℂ] E`, so unbounded operators with a restricted domain are included. For $v\in D$ put

$$\mathcal E(v)=\operatorname{Re}\langle v,Hv\rangle .$$

The vector need not be normalised; the mean energy of the corresponding physical state is $\mathcal E(v)/\|v\|^2$ for $v\neq0$. For a symmetric $H$ the inner product is already real. The argument uses only its real part, so symmetry is not assumed and symmetric Hamiltonians are a special case.

```lean
/-- The (unnormalised) mean energy of a state `v` in the domain `D` of the Hamiltonian `H`:
the real part of `⟨v, H v⟩`. -/
def energy (H : D →ₗ[ℂ] E) (v : D) : ℝ := (inner ℂ (v : E) (H v)).re
```

With a restricted domain, the relation $UH=(H+c)U$ makes sense on $v\in D$ only if $Uv$ also lies in $D$. The definition therefore asks for an element $w$ of $D$ that equals $Uv$ and satisfies $UHv=Hw+cw$. The type `E →ₗᵢ[ℂ] E` contains the linear isometries: they preserve norms and inner products but need not be surjective.

```lean
/-- The isometry `U` maps the domain of `H` into itself, and `U H = (H + c) U` holds there. -/
def Translates (H : D →ₗ[ℂ] E) (U : E →ₗᵢ[ℂ] E) (c : ℝ) : Prop :=
  ∀ v : D, ∃ w : D, (w : E) = U v ∧ U (H v) = H w + (c : ℂ) • (w : E)
```

## One application changes the energy by a fixed amount

Let $w=Uv$. The relation gives $Hw=UHv-c\,Uv$, and since $U$ preserves inner products,

$$\langle w,Hw\rangle=\langle Uv,UHv\rangle-c\,\langle Uv,Uv\rangle=\langle v,Hv\rangle-c\,\|v\|^2 .$$

Taking real parts yields $\mathcal E(w)=\mathcal E(v)-c\|v\|^2$. For a normalised state the mean energy changes by exactly $-c$. In the proof, `e` is the formula for $Hw$, and the two uses of `U.inner_map_map` remove $U$ from the two inner products.

```lean
/-- If `w = U v` and `U H v = (H + c) w`, the mean energy of `w` is that of `v`
minus `c ‖v‖²`. -/
theorem energy_shift {H : D →ₗ[ℂ] E} {U : E →ₗᵢ[ℂ] E} {c : ℝ} {v w : D}
    (hw : (w : E) = U v) (hH : U (H v) = H w + (c : ℂ) • (w : E)) :
    energy H w = energy H v - c * ‖(v : E)‖ ^ 2 := by
  have e : H w = U (H v) - (c : ℂ) • U (v : E) := by
    rw [← hw, hH, add_sub_cancel_right]
  have n : (inner ℂ (v : E) (v : E)).re = ‖(v : E)‖ ^ 2 :=
    inner_self_eq_norm_sq (𝕜 := ℂ) (v : E)
  unfold energy
  rw [e, hw, inner_sub_right, inner_smul_right, U.inner_map_map, U.inner_map_map,
    Complex.sub_re, Complex.re_ofReal_mul, n]
```

Because $\|Uv\|=\|v\|$, each further application subtracts the same amount. After $n$ applications,

$$\|U^nv\|=\|v\|,\qquad \mathcal E(U^nv)=\mathcal E(v)-n\,c\,\|v\|^2 .$$

The proof is an induction on $n$. It also carries along the fact that $U^nv$ is still in $D$, without which the next step could not be taken.

```lean
/-- After `n` applications of a translating isometry the state has its original norm, and its
mean energy has changed by `-n c ‖v‖²`. -/
theorem energy_iterate {H : D →ₗ[ℂ] E} {U : E →ₗᵢ[ℂ] E} {c : ℝ}
    (h : Translates H U c) (v : D) (n : ℕ) :
    ∃ w : D, (w : E) = U^[n] (v : E) ∧ ‖(w : E)‖ = ‖(v : E)‖ ∧
      energy H w = energy H v - n * c * ‖(v : E)‖ ^ 2 := by
  induction n with
  | zero => exact ⟨v, rfl, rfl, by simp⟩
  | succ n ih =>
    obtain ⟨w, hw, hn, hE⟩ := ih
    obtain ⟨w', hw', hH⟩ := h w
    refine ⟨w', by rw [hw', hw, Function.iterate_succ_apply'],
      by rw [hw', U.norm_map, hn], ?_⟩
    rw [energy_shift hw' hH, hE, hn]
    push_cast
    ring
```

## Repeated lowering breaks the bound

Boundedness below means that there is a real $K$ with

$$\mathcal E(v)\ \ge\ -K\,\|v\|^2\qquad\text{for all }v\in D ,$$

so no normalised state has a mean energy below $-K$. Physically this is stability: the system cannot give up an unlimited amount of energy to its surroundings.

Let $c>0$ and choose a nonzero $v\in D$, which exists because $D\neq\{0\}$. Take an integer

$$n>\frac{\mathcal E(v)+K\|v\|^2}{c\,\|v\|^2}.$$

Then $\mathcal E(U^nv)=\mathcal E(v)-nc\|v\|^2<-K\|v\|^2=-K\|U^nv\|^2$, which contradicts the bound. Lean obtains $n$ from `exists_nat_gt`, and `nlinarith` closes the contradiction between the two inequalities. Invertibility of $U$ plays no part.

```lean
/-- For a Hamiltonian bounded below on a nonzero domain, no isometry, invertible or not, satisfies
`U H = (H + c) U` with `c > 0`. -/
theorem no_isometric_lowering {H : D →ₗ[ℂ] E} (hD : D ≠ ⊥) {K : ℝ}
    (hK : ∀ v : D, -K * ‖(v : E)‖ ^ 2 ≤ energy H v) {c : ℝ} (hc : 0 < c)
    (U : E →ₗᵢ[ℂ] E) : ¬ Translates H U c := by
  intro h
  obtain ⟨v, hv0⟩ : ∃ v : D, (v : E) ≠ 0 := by
    obtain ⟨x, hx, hx0⟩ := Submodule.exists_mem_ne_zero_of_ne_bot hD
    exact ⟨⟨x, hx⟩, hx0⟩
  have hpos : 0 < ‖(v : E)‖ := norm_pos_iff.2 hv0
  -- choose enough steps to fall below the lower bound
  obtain ⟨n, hn⟩ :=
    exists_nat_gt ((energy H v + K * ‖(v : E)‖ ^ 2) / (c * ‖(v : E)‖ ^ 2))
  rw [div_lt_iff₀ (by positivity)] at hn
  obtain ⟨w, _, hw, hE⟩ := energy_iterate h v n
  have hb := hK w
  rw [hw, hE] at hb
  nlinarith
```

## A raising unitary has a lowering inverse

For $c<0$ the energies go up, and the lower bound is not threatened directly. A unitary can be run backwards, however. Let $v\in D$ and $u=U^{-1}v$. To apply the relation to $u$ we need $u\in D$. This is the hypothesis `hdom`: if $Ux\in D$, then $x\in D$. It gives

$$UHu=Hv+cv\quad\Longrightarrow\quad U^{-1}Hv=Hu-c\,u=(H-c)\,U^{-1}v ,$$

so $U^{-1}$ translates $H$ by $-c$. The type `E ≃ₗᵢ[ℂ] E` consists of bijective linear isometries, the unitaries of this setting. Instead of applying $U^{-1}$ to both sides, the proof applies $U$ to the desired equation and uses `U.injective`.

```lean
/-- If a unitary `U` translates `H` by `c` and only states of the domain are mapped into the
domain, then the inverse of `U` translates `H` by `-c`. -/
theorem translates_symm {H : D →ₗ[ℂ] E} {U : E ≃ₗᵢ[ℂ] E} {c : ℝ}
    (hdom : ∀ v : E, U v ∈ D → v ∈ D) (h : Translates H U.toLinearIsometry c) :
    Translates H U.symm.toLinearIsometry (-c) := by
  intro v
  have hm : U.symm (v : E) ∈ D := hdom _ (by rw [U.apply_symm_apply]; exact v.2)
  obtain ⟨w, hw, hH⟩ := h ⟨U.symm (v : E), hm⟩
  have hwv : w = v := Subtype.ext (hw.trans (U.apply_symm_apply (v : E)))
  rw [hwv] at hH
  have hH' : U (H ⟨U.symm (v : E), hm⟩) = H v + (c : ℂ) • (v : E) := hH
  refine ⟨⟨U.symm (v : E), hm⟩, rfl, ?_⟩
  change U.symm (H v) = H ⟨U.symm (v : E), hm⟩ + ((-c : ℝ) : ℂ) • U.symm (v : E)
  apply U.injective
  rw [U.apply_symm_apply, map_add, map_smul, U.apply_symm_apply, hH']
  push_cast
  module
```

## Neither sign of the shift is possible

If $c>0$, repeated use of $U$ breaks the bound. If $c<0$, repeated use of $U^{-1}$ does. The theorem combines the two cases.

Its two domain conditions, $UD\subseteq D$ inside `Translates` and the converse in `hdom`, together say $UD=D$. This is what equality of the operators $UH$ and $(H+c)U$ means when their domains are compared as well.

```lean
/-- If `H` is bounded below on a nonzero domain, no unitary `U` preserving that domain in both
directions satisfies `U H = (H + c) U` with `c` real and nonzero. -/
theorem pauli_no_unitary_translation {H : D →ₗ[ℂ] E} (hD : D ≠ ⊥) {K : ℝ}
    (hK : ∀ v : D, -K * ‖(v : E)‖ ^ 2 ≤ energy H v) {c : ℝ} (hc : c ≠ 0)
    (U : E ≃ₗᵢ[ℂ] E) (hdom : ∀ v : E, U v ∈ D → v ∈ D) :
    ¬ Translates H U.toLinearIsometry c := by
  intro h
  rcases lt_or_gt_of_ne hc with hneg | hpos
  · -- a unitary that raises the energy has an inverse that lowers it
    exact no_isometric_lowering hD hK (neg_pos.2 hneg) _ (translates_symm hdom h)
  · exact no_isometric_lowering hD hK hpos _ h
```

When $H$ is defined on all of $E$, the domain conditions hold automatically and the relation can be written as an ordinary identity for every $v$. The proof takes $D$ to be the whole space, written `⊤`.

In a finite basis every Hamiltonian matrix is bounded below in this sense, so no unitary matrix in such a truncated model shifts the Hamiltonian exactly by a nonzero constant.

```lean
/-- For a Hamiltonian defined on the whole of a nonzero inner-product space and bounded below,
no unitary satisfies `U H = (H + c) U` with `c` real and nonzero. -/
theorem pauli_everywhere_defined [Nontrivial E] (H : E →ₗ[ℂ] E) {K : ℝ}
    (hK : ∀ v : E, -K * ‖v‖ ^ 2 ≤ (inner ℂ v (H v)).re) {c : ℝ} (hc : c ≠ 0)
    (U : E ≃ₗᵢ[ℂ] E) : ¬ ∀ v : E, U (H v) = H (U v) + (c : ℂ) • U v := by
  intro h
  exact pauli_no_unitary_translation (D := ⊤) (H := H.domRestrict ⊤) top_ne_bot
    (fun v => hK v) hc U (fun _ _ => Submodule.mem_top)
    (fun v => ⟨⟨U v, Submodule.mem_top⟩, rfl, h v⟩)
```

## Two ladders of levels

Two models show what invertibility and the lower bound contribute. Their states have finitely many nonzero amplitudes $f_i$ over a set of levels $\iota$, the type `ι →₀ ℂ`. The overlap is written out explicitly, conjugate-linear in its first argument:

$$\langle f,g\rangle=\sum_i \overline{f_i}\,g_i .$$

The models are stated in terms of this sum and do not pass through the definition `Translates`.

```lean
variable {ι : Type*}

/-- The overlap `∑ conj (f i) g i` of two states with finitely many nonzero amplitudes. -/
def overlap (f g : ι →₀ ℂ) : ℂ := f.sum fun i a => conj a * g i
```

The Hamiltonian is diagonal, $H|i\rangle=\varepsilon_i|i\rangle$, with real level energies $\varepsilon_i$.

```lean
/-- The diagonal Hamiltonian in which level `i` has energy `ε i`. -/
def levels (ε : ι → ℝ) : (ι →₀ ℂ) →ₗ[ℂ] (ι →₀ ℂ) :=
  Finsupp.linearCombination ℂ fun i => Finsupp.single i (ε i : ℂ)
```

The candidate for $U$ moves amplitudes between levels according to a map $\sigma$, with $U|i\rangle=|\sigma(i)\rangle$.

```lean
/-- The operator that moves the amplitude of level `i` to level `σ i`. -/
def hop (σ : ι → ι) : (ι →₀ ℂ) →ₗ[ℂ] (ι →₀ ℂ) := Finsupp.lmapDomain ℂ ℂ σ
```

By linearity the Hamiltonian acts on amplitudes as $(Hf)_i=\varepsilon_i f_i$. The proof checks this for a single occupied level and extends it to sums.

```lean
/-- The diagonal Hamiltonian multiplies the amplitude of level `i` by `ε i`. -/
theorem levels_apply (ε : ι → ℝ) (f : ι →₀ ℂ) (i : ι) : levels ε f i = ε i * f i := by
  classical
  induction f using Finsupp.induction_linear with
  | zero => simp
  | add f g hf hg => rw [map_add, Finsupp.add_apply, Finsupp.add_apply, hf, hg]; ring
  | single j a =>
    simp only [levels, Finsupp.linearCombination_single, Finsupp.smul_single, smul_eq_mul,
      Finsupp.single_apply]
    split_ifs with h
    · subst h; ring
    · simp
```

If $\sigma$ is injective, no two levels are merged. The amplitudes are only relabelled, so

$$\langle Uf,Ug\rangle=\sum_i\overline{f_i}\,g_i=\langle f,g\rangle .$$

```lean
/-- Hopping along an injective map of levels preserves all overlaps. -/
theorem overlap_hop {σ : ι → ι} (hσ : Function.Injective σ) (f g : ι →₀ ℂ) :
    overlap (hop σ f) (hop σ g) = overlap f g := by
  simp only [overlap, hop, Finsupp.lmapDomain_apply]
  rw [Finsupp.sum_mapDomain_index_inj hσ]
  simp only [Finsupp.mapDomain_apply hσ]
```

Suppose every hop lowers the level energy by $c$, that is, $\varepsilon_i=\varepsilon_{\sigma(i)}+c$. Then

$$UH|i\rangle=\varepsilon_i|\sigma(i)\rangle=(\varepsilon_{\sigma(i)}+c)|\sigma(i)\rangle=(H+c)\,U|i\rangle ,$$

and linearity gives the relation for every state.

```lean
/-- If every hop lowers the level energy by `c`, hopping satisfies `U H = (H + c) U`. -/
theorem hop_levels {σ : ι → ι} {ε : ι → ℝ} {c : ℝ} (h : ∀ i, ε i = ε (σ i) + c)
    (f : ι →₀ ℂ) : hop σ (levels ε f) = levels ε (hop σ f) + (c : ℂ) • hop σ f := by
  induction f using Finsupp.induction_linear with
  | zero => simp
  | add f g hf hg => simp only [map_add, hf, hg, smul_add]; abel
  | single i a =>
    simp only [hop, levels, Finsupp.linearCombination_single, Finsupp.lmapDomain_apply,
      Finsupp.smul_single, Finsupp.mapDomain_single, smul_eq_mul, ← Finsupp.single_add]
    congr 1
    rw [h i]
    push_cast
    ring
```

Take the levels $0,1,2,\dots$ with $\varepsilon_n=n$, an oscillator ladder measured from its ground state in units of the spacing. The shift $n\mapsto n+1$ satisfies the relation with $c=-1$, and

$$\langle f,Hf\rangle=\sum_n n\,|f_n|^2\ \ge\ 0 .$$

The energy is bounded below and the shift preserves overlaps, yet the translation exists. The shift always leaves level $0$ empty, so it is not surjective and there is no inverse with which to descend. For raising shifts, an isometry is therefore not enough to reach the theorem's conclusion.

```lean
/-- On levels `0, 1, 2, …` with energies `n`, the one-sided shift preserves overlaps and
satisfies `U H = (H - 1) U`, while the mean energy is never negative. -/
theorem one_sided_shift_witness :
    (∀ f g : ℕ →₀ ℂ, overlap (hop Nat.succ f) (hop Nat.succ g) = overlap f g) ∧
    (∀ f : ℕ →₀ ℂ, 0 ≤ (overlap f (levels (fun n : ℕ => (n : ℝ)) f)).re) ∧
    (∀ f : ℕ →₀ ℂ, hop Nat.succ (levels (fun n : ℕ => (n : ℝ)) f) =
      levels (fun n : ℕ => (n : ℝ)) (hop Nat.succ f) + ((-1 : ℝ) : ℂ) • hop Nat.succ f) := by
  refine ⟨overlap_hop Nat.succ_injective, fun f => ?_, hop_levels fun n => ?_⟩
  · unfold overlap Finsupp.sum
    rw [Complex.re_sum]
    refine Finset.sum_nonneg fun i _ => ?_
    change 0 ≤ (conj (f i) * levels (fun n : ℕ => (n : ℝ)) f i).re
    rw [levels_apply]
    -- each level contributes its energy times its population
    have e : (conj (f i) * (((i : ℝ) : ℂ) * f i)).re = (i : ℝ) * Complex.normSq (f i) := by
      rw [mul_left_comm, Complex.re_ofReal_mul, Complex.normSq_apply, Complex.mul_re,
        Complex.conj_re, Complex.conj_im]
      ring
    exact (mul_nonneg (Nat.cast_nonneg i) (Complex.normSq_nonneg _)).trans_eq e.symm
  · push_cast
    ring
```

Now let the levels run over all integers, again with $\varepsilon_n=n$. The same shift becomes bijective, since $n\mapsto n-1$ undoes it, and the relation with $c=-1$ still holds. The normalised state $|n\rangle$ has mean energy $n$ for every integer $n$, so there is no lower bound. A bijective, overlap-preserving translation is thus possible once the floor is removed.

```lean
/-- On levels labelled by all integers with energies `n`, the shift is bijective, preserves
overlaps and satisfies `U H = (H - 1) U`; every integer `n` occurs as a mean energy. -/
theorem two_sided_shift_witness :
    Function.Bijective (hop fun n : ℤ => n + 1) ∧
    (∀ f g : ℤ →₀ ℂ, overlap (hop (fun n => n + 1) f) (hop (fun n => n + 1) g) =
      overlap f g) ∧
    (∀ f : ℤ →₀ ℂ, hop (fun n => n + 1) (levels (fun n : ℤ => (n : ℝ)) f) =
      levels (fun n : ℤ => (n : ℝ)) (hop (fun n => n + 1) f) +
        ((-1 : ℝ) : ℂ) • hop (fun n => n + 1) f) ∧
    (∀ n : ℤ, overlap (Finsupp.single n 1)
      (levels (fun n : ℤ => (n : ℝ)) (Finsupp.single n 1)) = n) := by
  have hinj : Function.Injective fun n : ℤ => n + 1 := fun a b h => by
    have h' : a + 1 = b + 1 := h
    omega
  refine ⟨⟨Finsupp.mapDomain_injective hinj, fun f => ?_⟩, overlap_hop hinj,
    hop_levels fun n => ?_, fun n => ?_⟩
  · -- the inverse moves every amplitude one level down
    refine ⟨hop (fun n => n - 1) f, ?_⟩
    have hid : ((fun n : ℤ => n + 1) ∘ fun n : ℤ => n - 1) = id := by
      funext n
      simp
    simp only [hop, Finsupp.lmapDomain_apply]
    rw [← Finsupp.mapDomain_comp, hid, Finsupp.mapDomain_id]
  · push_cast
    ring
  · simp [overlap, levels_apply, Finsupp.sum_single_index]

end

end PauliTimeShift
```

```lean
#print axioms PauliTimeShift.pauli_no_unitary_translation
#print axioms PauliTimeShift.pauli_everywhere_defined
```

```
'PauliTimeShift.pauli_no_unitary_translation' depends on axioms: [propext, Classical.choice, Quot.sound]
'PauliTimeShift.pauli_everywhere_defined' depends on axioms: [propext, Classical.choice, Quot.sound]
```

## The same obstruction seen in the spectrum

The obstruction can also be stated through the spectrum. For a self-adjoint $H$ on a nonzero Hilbert space, $UHU^{-1}=H+c$ makes $H$ and $H+c$ unitarily equivalent, so their spectra agree: $\operatorname{spec}(H)=\operatorname{spec}(H)+c$. A nonempty set of real numbers that is bounded below cannot equal its own translate by $c\neq0$.

That version would speak of the possible measured energies instead of mean values. It would require a complete space, a dense domain and self-adjointness, none of which the version with mean energies needs. It would also rest on unitary equivalence, and so would not directly give the result that even a non-invertible isometry cannot lower all energies by a fixed amount.
